# Pseudo-inverses diverge when matrices of higher rank approach one of lower rank

When converged orbitals from one basis set are projected into another as a starting guess, the new coefficients $c$ solve $Sc=b$. Here $S$ is the overlap matrix of the new basis and $b$ holds the overlaps of its functions with the old orbital. If the new basis is nearly linearly dependent, a program can diagonalise $S$, discard eigenvalues below a threshold and invert the rest. This gives the pseudo-inverse of the truncated $S$, whose rank is fixed by the threshold. The problems below ask what happens to a pseudo-inverse, for finite complex matrices, when a small perturbation raises the rank.

## Norm and Penrose equations

Matrices $A,B$ have rows labelled by a finite set `m` and columns by a finite set `n`. The norm $\|B\|$ is the largest Euclidean length of $Bx$ over vectors with $\|x\|\le 1$, that is, the operator norm and not the entrywise (Frobenius) one.

```lean
import Mathlib

open Matrix Filter Topology
open scoped Matrix.Norms.L2Operator ComplexOrder

namespace PseudoInverseBlowUp

variable {m n : Type*} [Fintype m] [Fintype n] [DecidableEq m] [DecidableEq n]
```

A matrix $Y$ of shape $n\times m$ is a Penrose inverse of $B$, which is what pseudo-inverse means here, if
$$BYB=B,\quad YBY=Y,\quad (BY)^\dagger=BY,\quad (YB)^\dagger=YB .$$
Lean writes the dagger as `ᴴ`. The field names `inner` and `outer` label the first two equations and have nothing to do with inner products.

```lean
/-- `Y` is a Penrose inverse of the complex matrix `B`: the four Penrose equations hold. -/
structure IsPenroseInverse (B : Matrix m n ℂ) (Y : Matrix n m ℂ) : Prop where
  inner : B * Y * B = B
  outer : Y * B * Y = Y
  left_hermitian : (B * Y)ᴴ = B * Y
  right_hermitian : (Y * B)ᴴ = Y * B
```

## (a) Multiplying matrices through their eigenvalues

**Task.** For Hermitian $G$, find Hermitian matrices $F_r$, labelled by real lists $r=(r_i)$, such that $G=F_s$ for some $s$ and
$$F_rF_q=F_{rq},\qquad (rq)_i=r_iq_i .$$

**Solution.** Write $G=U\,\mathrm{diag}(s)\,U^\dagger$ with $U$ unitary and $s$ real, and set $F_r=U\,\mathrm{diag}(r)\,U^\dagger$. Since $U^\dagger U=1$,
$$F_rF_q=U\,\mathrm{diag}(r)\,\mathrm{diag}(q)\,U^\dagger=F_{rq}.$$
Real diagonal entries give $F_r^\dagger=F_r$. The word "spectral family" in the Lean name means this set of matrices, not the textbook family of spectral projections.

```lean
/-- A Hermitian matrix `G` is a member `F s` of a family of Hermitian matrices, labelled by real
lists, in which matrices multiply by multiplying their labels entrywise. -/
theorem exists_spectral_family {G : Matrix n n ℂ} (hG : G.IsHermitian) :
    ∃ F : (n → ℝ) → Matrix n n ℂ, (∀ r q, F r * F q = F (fun i => r i * q i)) ∧
      (∀ r, (F r)ᴴ = F r) ∧ ∃ s, G = F s := by
  obtain ⟨U, s, hU, hs⟩ : ∃ (U : Matrix n n ℂ) (s : n → ℝ), Uᴴ * U = 1 ∧
      G = U * diagonal (fun i => (s i : ℂ)) * Uᴴ :=
    ⟨hG.eigenvectorUnitary, hG.eigenvalues, Unitary.coe_star_mul_self _,
      hG.spectral_theorem.trans (Unitary.conjStarAlgAut_apply _ _)⟩
  refine ⟨fun r => U * diagonal (fun i => (r i : ℂ)) * Uᴴ, fun r q => ?_, fun r => ?_, s, hs⟩
  · calc U * diagonal (fun i => (r i : ℂ)) * Uᴴ * (U * diagonal (fun i => (q i : ℂ)) * Uᴴ)
        = U * diagonal (fun i => (r i : ℂ)) * (Uᴴ * U) * diagonal (fun i => (q i : ℂ)) * Uᴴ := by
          simp only [Matrix.mul_assoc]
      _ = U * diagonal (fun i => ((r i * q i : ℝ) : ℂ)) * Uᴴ := by
          rw [hU, Matrix.mul_one, Matrix.mul_assoc U, diagonal_mul_diagonal]
          simp only [Complex.ofReal_mul]
  · have hd : (diagonal (fun i => (r i : ℂ)))ᴴ = diagonal (fun i => (r i : ℂ)) := by
      rw [diagonal_conjTranspose]
      congr 1
      funext i
      simp
    change (U * diagonal (fun i => (r i : ℂ)) * Uᴴ)ᴴ = U * diagonal (fun i => (r i : ℂ)) * Uᴴ
    rw [conjTranspose_mul, conjTranspose_mul, conjTranspose_conjTranspose, hd, Matrix.mul_assoc]
```

## (b) Every matrix has a Penrose inverse

**Task.** Construct a Penrose inverse of an arbitrary $B$ in the form
$$Y=PB^\dagger .$$

**Solution.** Apply (a) to $G=B^\dagger B=F_s$. Let $t_i=1/s_i$ where $s_i\neq0$ and $t_i=0$ otherwise, and put $P=F_t$. Lean's convention $0^{-1}=0$ produces exactly this $t$. Entrywise, $sts=s$ and $tst=t$, so $GPG=G$ and $PGP=P$ (`h1`, `h2`).

With $X=PG-1$ we have $B^\dagger BX=0$, hence $(BX)^\dagger(BX)=0$ and $BX=0$. This reads $BPB^\dagger B=B$ (`h3`), the first Penrose equation. The second is $YBY=PGPB^\dagger=PB^\dagger=Y$. Finally, $BY=BPB^\dagger$ is Hermitian because $P$ is, and $YB=PG=F_{ts}$ is Hermitian by (a).

```lean
omit [DecidableEq m] in
/-- Every complex matrix has a Penrose inverse. -/
theorem exists_isPenroseInverse (B : Matrix m n ℂ) : ∃ Y, IsPenroseInverse B Y := by
  obtain ⟨F, hmul, hstar, s, hs⟩ := exists_spectral_family (isHermitian_conjTranspose_mul_self B)
  -- invert the nonzero entries of `s`, keep the zero ones
  obtain ⟨t, ht⟩ : ∃ t : n → ℝ, ∀ i, t i = (s i)⁻¹ := ⟨_, fun _ => rfl⟩
  have h1 : Bᴴ * B * F t * (Bᴴ * B) = Bᴴ * B := by
    rw [hs, hmul, hmul]
    congr 1
    funext i
    by_cases h : s i = 0 <;> simp [ht, h]
  have h2 : F t * (Bᴴ * B) * F t = F t := by
    rw [hs, hmul, hmul]
    congr 1
    funext i
    by_cases h : s i = 0 <;> simp [ht, h]
  -- cancel the factor `Bᴴ` on the left
  have h3 : B * (F t * (Bᴴ * B) - 1) = 0 :=
    (conjTranspose_mul_self_mul_eq_zero B _).1 (by
      rw [Matrix.mul_sub, Matrix.mul_one, ← Matrix.mul_assoc (Bᴴ * B), h1, sub_self])
  rw [Matrix.mul_sub, Matrix.mul_one, sub_eq_zero] at h3
  refine ⟨F t * Bᴴ, ?_, ?_, ?_, ?_⟩
  · simpa only [Matrix.mul_assoc] using h3
  · calc F t * Bᴴ * B * (F t * Bᴴ) = F t * (Bᴴ * B) * F t * Bᴴ := by
          simp only [Matrix.mul_assoc]
      _ = F t * Bᴴ := by rw [h2]
  · rw [conjTranspose_mul, conjTranspose_mul, conjTranspose_conjTranspose, hstar,
      Matrix.mul_assoc]
  · rw [Matrix.mul_assoc, hs, hmul, hstar]
```

## (c) A close enough matrix cannot have lower rank

**Task.** Let $BYB=B$ and $\|Y\|\,\|B-A\|<1$. Show that
$$\operatorname{rank}B\le\operatorname{rank}A .$$

**Solution.** Expanding and using $BYB=B$,
$$B\bigl(1-Y(B-A)\bigr)=B-BYB+BYA=BYA .$$
This is `hid`. The norm of $Z=Y(B-A)$ is at most $\|Y\|\|B-A\|<1$, so the Neumann series $\sum_k Z^k$ converges to the inverse of $1-Z$ (`hu`). Multiplication by an invertible matrix preserves rank, so $\operatorname{rank}B=\operatorname{rank}(BYA)\le\operatorname{rank}A$. Only the first Penrose equation is used.

```lean
/-- If `B Y B = B` and `A` is so close to `B` that `‖Y‖ ‖B - A‖ < 1`, then the rank of `A` is
at least that of `B`. -/
theorem rank_le_of_norm_mul_lt_one {A B : Matrix m n ℂ} {Y : Matrix n m ℂ}
    (hY : B * Y * B = B) (h : ‖Y‖ * ‖B - A‖ < 1) : B.rank ≤ A.rank := by
  have hid : B * (1 - Y * (B - A)) = B * Y * A := by
    simp only [Matrix.mul_sub, Matrix.mul_one, ← Matrix.mul_assoc, hY, sub_sub_cancel]
  -- the Neumann series inverts `1 - Y (B - A)`
  have : CompleteSpace (Matrix n n ℂ) := FiniteDimensional.complete ℂ _
  have hu : IsUnit (1 - Y * (B - A)) :=
    isUnit_one_sub_of_norm_lt_one ((l2_opNorm_mul Y (B - A)).trans_lt h)
  rw [← rank_mul_eq_left_of_isUnit_det _ B ((isUnit_iff_isUnit_det _).1 hu), hid]
  exact rank_mul_le_right _ _
```

## (d) The lower bound on the inverse

**Task.** Let $\operatorname{rank}A<\operatorname{rank}B$ and let $Y$ be a Penrose inverse of $B$. Show that
$$\|Y\|\ge\frac{1}{\|B-A\|}.$$

**Solution.** The ranks differ, so $B\ne A$ and the denominator is positive. If the bound failed, then $\|Y\|\|B-A\|<1$, and (c) would give $\operatorname{rank}B\le\operatorname{rank}A$, a contradiction. In Lean, `div_le_iff₀` clears the denominator and `by_contra` starts the contradiction.

For the overlap matrix, take $A$ and $B$ to be $S$ truncated at a higher and a lower threshold, with $B$ keeping more eigenvalues. The theorem concerns exact ranks; the step from there to stored matrices with rounding errors is left to the user. It also bounds the norm of $Y$, so some right-hand side is amplified this much, though not necessarily the $b$ at hand.

```lean
/-- If `B` has higher rank than `A`, the Penrose inverse `Y` of `B` has operator norm at least
`1 / ‖B - A‖`. -/
theorem one_div_norm_sub_le_norm {A B : Matrix m n ℂ} {Y : Matrix n m ℂ}
    (hY : IsPenroseInverse B Y) (h : A.rank < B.rank) : 1 / ‖B - A‖ ≤ ‖Y‖ := by
  have hne : B ≠ A := by
    rintro rfl
    exact lt_irrefl _ h
  rw [div_le_iff₀ (norm_pos_iff.2 (sub_ne_zero.2 hne))]
  by_contra hc
  exact absurd h (not_lt_of_ge (rank_le_of_norm_mul_lt_one hY.inner (not_le.1 hc)))
```

## (e) Divergence along a family

**Task.** Let $B_k\to A$ with $\operatorname{rank}B_k>\operatorname{rank}A$ eventually, and let $Y_k$ be a Penrose inverse of $B_k$. Show that
$$\|Y_k\|\to\infty .$$

**Solution.** The distances $\|B_k-A\|$ tend to zero and are eventually positive (`h0`), so their reciprocals diverge. By (d) the norms $\|Y_k\|$ are eventually at least as large. The filter `l` in Lean lets $k$ be an integer going to infinity or a continuous parameter approaching a limit.

```lean
/-- If matrices `B k` of higher rank than `A` converge to `A`, the norms of their Penrose
inverses `Y k` diverge to infinity. -/
theorem tendsto_norm_atTop {ι : Type*} {l : Filter ι} {A : Matrix m n ℂ}
    {B : ι → Matrix m n ℂ} {Y : ι → Matrix n m ℂ} (hB : Tendsto B l (𝓝 A))
    (hr : ∀ᶠ k in l, A.rank < (B k).rank) (hY : ∀ k, IsPenroseInverse (B k) (Y k)) :
    Tendsto (fun k => ‖Y k‖) l atTop := by
  have h0 : Tendsto (fun k => ‖B k - A‖) l (𝓝[>] 0) := by
    refine tendsto_nhdsWithin_iff.2 ⟨tendsto_iff_norm_sub_tendsto_zero.1 hB, ?_⟩
    filter_upwards [hr] with k hk
    refine norm_pos_iff.2 (sub_ne_zero.2 fun he => ?_)
    rw [he] at hk
    exact lt_irrefl _ hk
  refine tendsto_atTop_mono' l ?_ (tendsto_inv_nhdsGT_zero.comp h0)
  filter_upwards [hr] with k hk
  simpa only [Function.comp_apply, one_div] using one_div_norm_sub_le_norm (hY k) hk
```

## (f) Discontinuity at a rank jump

**Task.** Let `pinv` send every matrix to a Penrose inverse of it, and let every neighbourhood of $A$ contain a matrix of higher rank. Show that
$$\lim_{B\to A}\mathrm{pinv}(B)=\mathrm{pinv}(A)\quad\text{fails.}$$

**Solution.** Let $B$ approach $A$ through matrices of higher rank only, which the hypothesis allows. By (e), $\|\mathrm{pinv}(B)\|\to\infty$. Continuity would force it to tend to the finite number $\|\mathrm{pinv}(A)\|$. Part (b) guarantees that a map `pinv` exists. The neighbourhood condition is the hypothesis `∃ᶠ B in 𝓝 A`; for square singular $A$ it is derived in (h).

```lean
/-- Pseudo-inversion is discontinuous at every matrix `A` that has matrices of higher rank
arbitrarily close to it. -/
theorem not_continuousAt_of_rank_jump {pinv : Matrix m n ℂ → Matrix n m ℂ}
    (hp : ∀ B, IsPenroseInverse B (pinv B)) {A : Matrix m n ℂ}
    (hA : ∃ᶠ B in 𝓝 A, A.rank < B.rank) : ¬ ContinuousAt pinv A := by
  intro hc
  -- approach `A` only through matrices of higher rank
  have : NeBot (𝓝 A ⊓ 𝓟 {B | A.rank < B.rank}) := frequently_mem_iff_neBot.1 hA
  have hblow : Tendsto (fun B => ‖pinv B‖) (𝓝 A ⊓ 𝓟 {B | A.rank < B.rank}) atTop :=
    tendsto_norm_atTop (B := fun B => B) (tendsto_id.mono_left inf_le_left)
      (mem_inf_of_right (mem_principal_self _)) hp
  exact not_tendsto_nhds_of_tendsto_atTop hblow _ (hc.norm.mono_left inf_le_left)
```

## (g) Singular matrices have lower rank

**Task.** For square $A,N$ of the same size with $\det A=0$ and $\det N\ne0$, show that
$$\operatorname{rank}A<\operatorname{rank}N .$$

**Solution.** The invertible $N$ has full rank, and $\operatorname{rank}A$ cannot exceed that. If it were equal, the range of $A$ would be the whole space (`htop`), so $A$ would be invertible (`hu`), contradicting $\det A=0$.

```lean
/-- A singular square matrix has lower rank than an invertible one of the same size. -/
theorem rank_lt_of_singular {A N : Matrix n n ℂ} (hA : A.det = 0) (hN : N.det ≠ 0) :
    A.rank < N.rank := by
  rw [rank_of_isUnit N ((isUnit_iff_isUnit_det N).2 hN.isUnit)]
  refine lt_of_le_of_ne (rank_le_card_width A) fun h => ?_
  have htop : LinearMap.range A.mulVecLin = ⊤ :=
    Submodule.eq_top_of_finrank_eq (by rw [Module.finrank_fintype_fun_eq_card]; exact h)
  have hu : IsUnit A := mulVec_surjective_iff_isUnit.1 (LinearMap.range_eq_top.1 htop)
  exact ((isUnit_iff_isUnit_det A).1 hu).ne_zero hA
```

## (h) Discontinuity at every singular square matrix

**Task.** For $\det A=0$, show that `pinv` is discontinuous at $A$, using
$$\det(A+t\,1)\neq0\quad\text{for all sufficiently small }t\neq0 .$$

**Solution.** As a function of complex $t$, $\det(t\,1+A)$ is the characteristic polynomial of $-A$. It is monic, so it has finitely many roots (`hfin`), and a small enough disc around zero contains no nonzero root (`hnhds`). For nonzero $t$ in this disc the shifted matrices are invertible and have higher rank than $A$ by (g), and they converge to $A$ as $t\to0$. Part (f) applies.

```lean
/-- Pseudo-inversion of square matrices is discontinuous at every singular matrix. -/
theorem not_continuousAt_of_singular {pinv : Matrix n n ℂ → Matrix n n ℂ}
    (hp : ∀ B, IsPenroseInverse B (pinv B)) {A : Matrix n n ℂ} (hA : A.det = 0) :
    ¬ ContinuousAt pinv A := by
  refine not_continuousAt_of_rank_jump hp ?_
  have hcont : Continuous fun t : ℂ => A + t • (1 : Matrix n n ℂ) := by fun_prop
  have ht : Tendsto (fun t : ℂ => A + t • (1 : Matrix n n ℂ)) (𝓝[≠] 0) (𝓝 A) :=
    (hcont.tendsto' 0 A (by simp)).mono_left nhdsWithin_le_nhds
  refine ht.frequently (Eventually.frequently ?_)
  -- the shift `A + t` is singular for finitely many `t` only
  have hfin : {t : ℂ | (-A).charpoly.IsRoot t}.Finite :=
    Polynomial.finite_setOfPred_isRoot (charpoly_monic (-A)).ne_zero
  have hnhds : ({t : ℂ | (-A).charpoly.IsRoot t} \ {0})ᶜ ∈ 𝓝 (0 : ℂ) :=
    (hfin.subset Set.sdiff_subset).isClosed.isOpen_compl.mem_nhds (by simp)
  filter_upwards [self_mem_nhdsWithin, mem_nhdsWithin_of_mem_nhds hnhds] with t h0 h1
  refine rank_lt_of_singular hA fun hdet => h1 ⟨?_, h0⟩
  change (-A).charpoly.eval t = 0
  rw [eval_charpoly, sub_neg_eq_add, add_comm, scalar_apply, ← smul_one_eq_diagonal]
  exact hdet
```

## (i) A pair that attains the bound

**Task.** For $0<\varepsilon\le1$, let $A=\mathrm{diag}(1,0)$ and $B=\mathrm{diag}(1,\varepsilon)$. Show that $\operatorname{rank}A<\operatorname{rank}B$ and that $Y=\mathrm{diag}(1,1/\varepsilon)$ is a Penrose inverse of $B$ with
$$\|B-A\|=\varepsilon,\qquad \|Y\|=1/\varepsilon .$$

**Solution.** The determinants are $0$ and $\varepsilon$, so (g) gives the rank gap. Since $BY=YB=1$, all four Penrose equations hold. The norm of a diagonal matrix is its largest absolute entry (`hn` for two entries): $B-A=\mathrm{diag}(0,\varepsilon)$ has norm $\varepsilon$, and $Y$ has norm $1/\varepsilon$ because $1/\varepsilon\ge1$.

```lean
/-- The bound is sharp: for `0 < ε ≤ 1`, `diag(1, ε)` has higher rank than `diag(1, 0)`, lies at
distance `ε` from it, and has the Penrose inverse `diag(1, 1/ε)` of norm `1/ε`. -/
theorem bound_sharp {ε : ℝ} (h0 : 0 < ε) (h1 : ε ≤ 1) :
    (diagonal ![(1 : ℂ), 0]).rank < (diagonal ![(1 : ℂ), (ε : ℂ)]).rank ∧
    IsPenroseInverse (diagonal ![(1 : ℂ), (ε : ℂ)]) (diagonal ![(1 : ℂ), (ε : ℂ)⁻¹]) ∧
    ‖diagonal ![(1 : ℂ), (ε : ℂ)] - diagonal ![(1 : ℂ), 0]‖ = ε ∧
    ‖diagonal ![(1 : ℂ), (ε : ℂ)⁻¹]‖ = 1 / ε := by
  have hε : (ε : ℂ) ≠ 0 := Complex.ofReal_ne_zero.2 h0.ne'
  have hn : ∀ a b : ℂ, ‖a‖ ≤ ‖b‖ → ‖diagonal ![a, b]‖ = ‖b‖ := by
    intro a b hab
    rw [l2_opNorm_diagonal]
    refine le_antisymm ((pi_norm_le_iff_of_nonneg (norm_nonneg b)).2 ?_) ?_
    · intro i
      fin_cases i <;> simp [hab]
    · simpa using norm_le_pi_norm ![a, b] 1
  have hinv : diagonal ![(1 : ℂ), (ε : ℂ)] * diagonal ![(1 : ℂ), (ε : ℂ)⁻¹] = 1 := by
    ext i j
    fin_cases i <;> fin_cases j <;> simp [hε]
  have hinv' := mul_eq_one_comm.1 hinv
  refine ⟨rank_lt_of_singular (by simp [det_diagonal]) (by simp [det_diagonal, hε]),
    ⟨by rw [hinv, one_mul], by rw [hinv', one_mul], by rw [hinv, conjTranspose_one],
      by rw [hinv', conjTranspose_one]⟩, ?_, ?_⟩
  · have hd : diagonal ![(1 : ℂ), (ε : ℂ)] - diagonal ![(1 : ℂ), 0]
        = diagonal ![(0 : ℂ), (ε : ℂ)] := by
      ext i j
      fin_cases i <;> fin_cases j <;> simp
    rw [hd, hn _ _ (by simp), Complex.norm_real, Real.norm_of_nonneg h0.le]
  · have hnorm : ‖(ε : ℂ)⁻¹‖ = 1 / ε := by
      rw [norm_inv, Complex.norm_real, Real.norm_of_nonneg h0.le, one_div]
    rw [hn _ _ (by rw [hnorm, norm_one, le_div_iff₀ h0, one_mul]; exact h1), hnorm]

end PseudoInverseBlowUp
```

```lean
#print axioms PseudoInverseBlowUp.exists_isPenroseInverse
#print axioms PseudoInverseBlowUp.rank_lt_of_singular
#print axioms PseudoInverseBlowUp.not_continuousAt_of_singular
#print axioms PseudoInverseBlowUp.bound_sharp
```

```
'PseudoInverseBlowUp.exists_isPenroseInverse' depends on axioms: [propext, Classical.choice, Quot.sound]
'PseudoInverseBlowUp.rank_lt_of_singular' depends on axioms: [propext, Classical.choice, Quot.sound]
'PseudoInverseBlowUp.not_continuousAt_of_singular' depends on axioms: [propext, Classical.choice, Quot.sound]
'PseudoInverseBlowUp.bound_sharp' depends on axioms: [propext, Classical.choice, Quot.sound]
```

## Two basis functions with overlap 0.98

Two normalised functions with overlap $0.98$ have the overlap matrix
$$B=\begin{pmatrix}1&0.98\\0.98&1\end{pmatrix},$$
with eigenvalues $1.98$ and $0.02$. Discarding the smaller one leaves
$$A=\begin{pmatrix}0.99&0.99\\0.99&0.99\end{pmatrix},\qquad \|B-A\|=0.02 .$$
The bound gives $\|B^{-1}\|\ge50$, and the value is exactly $1/0.02=50$. The pseudo-inverse of $A$ has norm $1/1.98\approx0.505$. In the projection $Sc=b$, an error in $b$ along $(1,-1)/\sqrt2$ is multiplied by $50$ if both eigenvalues are kept and removed if the smaller one is dropped.
